# Harmonic forces do zero work around every elliptical cycle exactly when the force-constant matrix is symmetric

Let Φ be a real n × n matrix of force constants, so that a displacement u ∈ ℝⁿ produces the restoring force −Φu. An external agent who drives the system once around the elliptical path u(t) = a cos t + b sin t, with a, b ∈ ℝⁿ, does the work

W(a, b) = ∫₀^{2π} (Φu)·u' dt = π [(Φa)·b − (Φb)·a].

This vanishes for all a and b if and only if Φ is symmetric. If Φ is not symmetric, a suitable ellipse gives W any prescribed real value. A negative value means that the agent gains energy in every cycle.

## Energies and forces from one matrix

A code that evaluates a harmonic energy E(u) = ½ (Φu)·u and the forces −Φu from the same stored matrix relies on this symmetry. The gradient of E is ½(Φ + Φᵀ)u, which agrees with Φu for every u only if Φ = Φᵀ. Force constants obtained from finite differences of computed forces can be slightly asymmetric through numerical noise. Within a linear force model, the formula for W turns such an asymmetry into an energy gained or lost per cycle.

## Work around one ellipse

The velocity is u' = −a sin t + b cos t. Expanding the power gives

(Φu)·u' = (Φa)·b cos² t − (Φb)·a sin² t + [(Φb)·b − (Φa)·a] sin t cos t.

Over one period cos² t and sin² t each integrate to π, and sin t cos t integrates to 0. This is the formula for W(a, b).

Now take unit displacements a = eᵢ and b = eⱼ. Since (Φeᵢ)·eⱼ = Φⱼᵢ,

W(eᵢ, eⱼ) = π (Φⱼᵢ − Φᵢⱼ).

If the work vanishes on every ellipse, it vanishes on these, and Φ is symmetric. Conversely, for symmetric Φ,

(Φa)·b = a·(Φᵀb) = a·(Φb) = (Φb)·a,

so W(a, b) = 0.

If Φ is not symmetric, some pair has W(a, b) ≠ 0. Because W(ca, b) = c W(a, b) for real c, the choice c = W₀ / W(a, b) produces the work W₀.

For symmetric Φ the conclusion extends beyond ellipses. Along a continuously differentiable path,

dE/dt = ½ [(Φu')·u + (Φu)·u'] = (Φu)·u',

where the last step uses symmetry. The work between times s and t is therefore E(u(t)) − E(u(s)), which is zero when the path returns to its starting displacement.

## A two-coordinate example

Let Φ have rows (2, 1) and (0, 2), and let a = e₁, b = e₂. This Φ is not symmetric, so it cannot be the matrix of second derivatives of a smooth potential energy; it only illustrates the formula. Then

u = (cos t, sin t), u' = (−sin t, cos t), Φu = (2 cos t + sin t, 2 sin t).

The power is

(Φu)·u' = −2 sin t cos t − sin² t + 2 sin t cos t = −sin² t,

and its integral is −π. This matches π(Φ₂₁ − Φ₁₂) = π(0 − 1). The agent gains π per cycle, in units of force constant times length squared. Traversing the circle in the opposite sense, with b = −e₂, costs π instead.

## The Lean file

```lean
import Mathlib

open Matrix

namespace ForceConstantCycles

noncomputable section

variable {n : Type*}

/-- The elliptical path `a cos t + b sin t` in the space of displacements. -/
def ellipse (a b : n → ℝ) (t : ℝ) : n → ℝ :=
  Real.cos t • a + Real.sin t • b

/-- The velocity along the elliptical path is `-a sin t + b cos t`. -/
theorem hasDerivAt_ellipse (a b : n → ℝ) (t : ℝ) :
    HasDerivAt (ellipse a b) ((-Real.sin t) • a + Real.cos t • b) t := by
  refine hasDerivAt_pi.2 fun i => ?_
  have h := ((Real.hasDerivAt_cos t).mul_const (a i)).fun_add
    ((Real.hasDerivAt_sin t).mul_const (b i))
  exact h

variable [Fintype n]

/-- The work done by an external agent against the harmonic restoring force `-Φ u`
while the displacement follows the path `u` from time `s` to time `t`. -/
def work (Φ : Matrix n n ℝ) (u : ℝ → n → ℝ) (s t : ℝ) : ℝ :=
  ∫ τ in s..t, (Φ *ᵥ u τ) ⬝ᵥ deriv u τ

/-- The harmonic energy `½ ⟨Φ x, x⟩` of a displacement `x`. -/
def energy (Φ : Matrix n n ℝ) (x : n → ℝ) : ℝ :=
  (1 / 2) * ((Φ *ᵥ x) ⬝ᵥ x)

/-- The integral over one period of a quadratic expression in `cos t` and `sin t`. -/
theorem integral_period (p q r : ℝ) :
    ∫ t in (0 : ℝ)..(2 * Real.pi), (p * (Real.cos t * Real.cos t)
      - q * (Real.sin t * Real.sin t) + r * (Real.sin t * Real.cos t))
      = Real.pi * (p - q) := by
  -- an explicit antiderivative
  have hF : ∀ t : ℝ, HasDerivAt
      (fun t : ℝ => p * (t + Real.sin t * Real.cos t) / 2
        - q * (t - Real.sin t * Real.cos t) / 2 + r * (Real.sin t * Real.sin t) / 2)
      (p * (Real.cos t * Real.cos t) - q * (Real.sin t * Real.sin t)
        + r * (Real.sin t * Real.cos t)) t := by
    intro t
    have hs := Real.hasDerivAt_sin t
    have h1 := hs.fun_mul (Real.hasDerivAt_cos t)
    have h := (((((hasDerivAt_id' t).fun_add h1).const_mul p).div_const 2).fun_sub
      ((((hasDerivAt_id' t).fun_sub h1).const_mul q).div_const 2)).fun_add
      (((hs.fun_mul hs).const_mul r).div_const 2)
    refine h.congr_deriv ?_
    linear_combination ((q - p) / 2) * Real.sin_sq_add_cos_sq t
  rw [intervalIntegral.integral_eq_sub_of_hasDerivAt (fun t _ => hF t)
    (Continuous.intervalIntegrable (by fun_prop) _ _)]
  simp only [Real.sin_two_pi, Real.sin_zero]
  ring

/-- The work per elliptical cycle is `π (⟨Φ a, b⟩ - ⟨Φ b, a⟩)`. -/
theorem work_ellipse (Φ : Matrix n n ℝ) (a b : n → ℝ) :
    work Φ (ellipse a b) 0 (2 * Real.pi)
      = Real.pi * ((Φ *ᵥ a) ⬝ᵥ b - (Φ *ᵥ b) ⬝ᵥ a) := by
  have h : ∀ t, (Φ *ᵥ ellipse a b t) ⬝ᵥ deriv (ellipse a b) t
      = ((Φ *ᵥ a) ⬝ᵥ b) * (Real.cos t * Real.cos t)
        - ((Φ *ᵥ b) ⬝ᵥ a) * (Real.sin t * Real.sin t)
        + ((Φ *ᵥ b) ⬝ᵥ b - (Φ *ᵥ a) ⬝ᵥ a) * (Real.sin t * Real.cos t) := by
    intro t
    rw [(hasDerivAt_ellipse a b t).deriv]
    simp only [ellipse, Matrix.mulVec_add, Matrix.mulVec_smul, add_dotProduct,
      dotProduct_add, smul_dotProduct, dotProduct_smul, smul_eq_mul]
    ring
  unfold work
  simp only [h]
  exact integral_period _ _ _

/-- A cycle built from unit displacements of coordinates `i` and `j` costs the work
`π (Φ j i - Φ i j)`. -/
theorem work_coordinate_cycle [DecidableEq n] (Φ : Matrix n n ℝ) (i j : n) :
    work Φ (ellipse (Pi.single i 1) (Pi.single j 1)) 0 (2 * Real.pi)
      = Real.pi * (Φ j i - Φ i j) := by
  rw [work_ellipse]
  simp

/-- For symmetric force constants the bilinear form `⟨Φ x, y⟩` is symmetric. -/
theorem form_symm {Φ : Matrix n n ℝ} (h : Φ.IsSymm) (x y : n → ℝ) :
    (Φ *ᵥ x) ⬝ᵥ y = (Φ *ᵥ y) ⬝ᵥ x := by
  rw [dotProduct_comm, Matrix.dotProduct_mulVec, ← Matrix.mulVec_transpose, h.eq]

/-- The work vanishes around every elliptical cycle if and only if the matrix of force
constants is symmetric. -/
theorem work_ellipse_eq_zero_iff (Φ : Matrix n n ℝ) :
    (∀ a b : n → ℝ, work Φ (ellipse a b) 0 (2 * Real.pi) = 0) ↔ Φ.IsSymm := by
  classical
  constructor
  · intro h
    -- test each pair of coordinates with its own ellipse
    refine Matrix.IsSymm.ext fun i j => ?_
    have hij := h (Pi.single i 1) (Pi.single j 1)
    rw [work_coordinate_cycle] at hij
    exact sub_eq_zero.1 ((mul_eq_zero.1 hij).resolve_left Real.pi_ne_zero)
  · intro h a b
    rw [work_ellipse, form_symm h a b, sub_self, mul_zero]

/-- If the force constants are not symmetric, the work per elliptical cycle can be given
any real value `W`, negative values included. -/
theorem exists_ellipse_work_eq {Φ : Matrix n n ℝ} (h : ¬ Φ.IsSymm) (W : ℝ) :
    ∃ a b : n → ℝ, work Φ (ellipse a b) 0 (2 * Real.pi) = W := by
  rw [← work_ellipse_eq_zero_iff] at h
  push Not at h
  obtain ⟨a, b, hab⟩ := h
  -- multiplying `a` by a real number `c` multiplies the work by `c`
  have hlin : ∀ c : ℝ, work Φ (ellipse (c • a) b) 0 (2 * Real.pi)
      = c * work Φ (ellipse a b) 0 (2 * Real.pi) := by
    intro c
    simp only [work_ellipse, Matrix.mulVec_smul, smul_dotProduct, dotProduct_smul,
      smul_eq_mul]
    ring
  refine ⟨(W / work Φ (ellipse a b) 0 (2 * Real.pi)) • a, b, ?_⟩
  rw [hlin, div_mul_cancel₀ _ hab]

/-- For symmetric force constants the work along a continuously differentiable path is
the difference of the harmonic energy between its end points. -/
theorem work_eq_energy_sub {Φ : Matrix n n ℝ} (h : Φ.IsSymm) {u : ℝ → n → ℝ}
    (hu : Differentiable ℝ u) (hu' : Continuous (deriv u)) (s t : ℝ) :
    work Φ u s t = energy Φ (u t) - energy Φ (u s) := by
  have hE : ∀ τ, HasDerivAt (fun τ => energy Φ (u τ)) ((Φ *ᵥ u τ) ⬝ᵥ deriv u τ) τ := by
    intro τ
    have hc := hasDerivAt_pi.1 (hu τ).hasDerivAt
    have hΦ : ∀ i, HasDerivAt (fun τ => (Φ *ᵥ u τ) i) ((Φ *ᵥ deriv u τ) i) τ :=
      fun i => HasDerivAt.fun_sum fun j _ => (hc j).const_mul (Φ i j)
    -- product rule for the quadratic form
    have hq : HasDerivAt (fun τ => ∑ i, (Φ *ᵥ u τ) i * u τ i)
        (∑ i, ((Φ *ᵥ deriv u τ) i * u τ i + (Φ *ᵥ u τ) i * deriv u τ i)) τ :=
      HasDerivAt.fun_sum fun i _ => (hΦ i).fun_mul (hc i)
    refine (hq.const_mul (1 / 2)).congr_deriv ?_
    have hs := form_symm h (deriv u τ) (u τ)
    simp only [dotProduct] at hs ⊢
    rw [Finset.sum_add_distrib, hs]
    ring
  have hcont : Continuous fun τ => (Φ *ᵥ u τ) ⬝ᵥ deriv u τ :=
    continuous_finsetSum _ fun i _ =>
      (continuous_finsetSum _ fun j _ =>
        continuous_const.mul ((continuous_apply j).comp hu.continuous)).mul
        ((continuous_apply i).comp hu')
  exact intervalIntegral.integral_eq_sub_of_hasDerivAt (fun τ _ => hE τ)
    (hcont.intervalIntegrable _ _)

/-- The force constants are symmetric if and only if the work vanishes along every
continuously differentiable path that returns to its starting displacement. -/
theorem isSymm_iff_closed_path_work (Φ : Matrix n n ℝ) :
    Φ.IsSymm ↔ ∀ u : ℝ → n → ℝ, Differentiable ℝ u → Continuous (deriv u) →
      ∀ s t, u s = u t → work Φ u s t = 0 := by
  constructor
  · intro h u hu hu' s t hst
    rw [work_eq_energy_sub h hu hu', hst, sub_self]
  · intro h
    -- ellipses are closed paths, so they already decide the matter
    refine (work_ellipse_eq_zero_iff Φ).1 fun a b => h _ ?_ ?_ _ _ ?_
    · exact fun t => (hasDerivAt_ellipse a b t).differentiableAt
    · have hd : deriv (ellipse a b)
          = fun t => (-Real.sin t) • a + Real.cos t • b :=
        funext fun t => (hasDerivAt_ellipse a b t).deriv
      rw [hd]
      fun_prop
    · simp [ellipse]

end

end ForceConstantCycles
```

```lean
#print axioms ForceConstantCycles.work_ellipse_eq_zero_iff
#print axioms ForceConstantCycles.exists_ellipse_work_eq
#print axioms ForceConstantCycles.isSymm_iff_closed_path_work
```

```
'ForceConstantCycles.work_ellipse_eq_zero_iff' depends on axioms: [propext, Classical.choice, Quot.sound]
'ForceConstantCycles.exists_ellipse_work_eq' depends on axioms: [propext, Classical.choice, Quot.sound]
'ForceConstantCycles.isSymm_iff_closed_path_work' depends on axioms: [propext, Classical.choice, Quot.sound]
```

## Linear forces on finitely many real coordinates

The type `n` labels the coordinates, for instance pairs of an atom and a Cartesian direction, and it may be any finite type. `Φ *ᵥ x` is the matrix–vector product, `⬝ᵥ` is the dot product, and `Φ.IsSymm` says that Φᵀ = Φ. The definition `work` fixes the sign: it is the work done by the agent against −Φu, not the work done by the spring forces. It uses the actual derivative `deriv u` of the path, not a separately supplied velocity.

The main equivalence is `work_ellipse_eq_zero_iff`. Its ellipses include degenerate ones, such as line segments and single points, and a and b need not be orthogonal. `exists_ellipse_work_eq` gives the statement about prescribed work, and it places no limit on the size of the displacements. In a real crystal the linear force law holds only for small ones.

`isSymm_iff_closed_path_work` replaces ellipses by all closed paths that are differentiable on the whole real line with continuous derivative. Closed means only that `u s = u t`; the velocities at the two ends may differ. Paths whose velocity jumps, such as a polygon traversed at constant speed, are not included.

The theorems take Φ as given. They do not derive its symmetry from an underlying potential energy, and they say nothing about mechanical stability, translational sum rules, anharmonic forces or the complex dynamical matrix at a wavevector.

## From antiderivative to equivalence

`hasDerivAt_ellipse` differentiates the path coordinate by coordinate. `integral_period` evaluates the trigonometric integral through the explicit antiderivative

p(t + sin t cos t)/2 − q(t − sin t cos t)/2 + r sin² t/2,

whose derivative is matched to the integrand by `linear_combination` with sin² t + cos² t = 1. `work_ellipse` expands the power as above and applies this integral, and `work_coordinate_cycle` specialises the result to eᵢ and eⱼ.

In the main equivalence, the forward direction tests each pair of coordinates with its own ellipse and cancels the nonzero factor π. The reverse direction uses `form_symm`, the symmetry of (Φx)·y. The theorem on prescribed work takes an ellipse with nonzero work and rescales `a`; the auxiliary statement `hlin` is the scaling rule W(ca, b) = c W(a, b).

`work_eq_energy_sub` applies the product rule to the quadratic form, uses `form_symm` to merge its two halves, and finishes with the fundamental theorem of calculus. The continuity of `deriv u` enters there, to make the power integrable. The equivalence for closed paths then needs only the observation that ellipses are themselves smooth closed paths, so vanishing work on all closed paths already forces Φ to be symmetric.
